# End-to-end amplitude \((-i\sin t)^N\) of the hopping chain with couplings \(\sqrt{k(N+1-k)}\)

## Propagator, chain and trial amplitudes

Units have \(\hbar=1\), with energies measured in a fixed scale \(\lambda>0\) that multiplies all the couplings below, so the real time \(t\) is dimensionless and stands for \(\lambda\) times the physical time. For a finite complex matrix \(H\) the propagator is \(U(t)=e^{-itH}\), and its entry in row \(k\), column \(j\) is the amplitude \(\langle k|U(t)|j\rangle\) to go from site \(j\) to site \(k\).

```lean
import Mathlib

open Matrix
open Complex (I)

namespace EngineeredChain

noncomputable section

/-- The propagator `exp(-i t H)` of a finite-level Hamiltonian `H` at real time `t`. -/
def propagator {n : Type*} [Fintype n] [DecidableEq n] (H : Matrix n n ℂ) (t : ℝ) :
    Matrix n n ℂ :=
  NormedSpace.exp ((-(I * t)) • H)
```

The chain has sites \(0,\dots,N\), indexed by `Fin (N + 1)`, for any natural number \(N\). The bond between sites \(k-1\) and \(k\) carries \(J_k=\sqrt{k(N+1-k)}\), the diagonal is zero, and \(J_0=J_{N+1}=0\). These couplings are postulated; they are the matrix elements of \(2S_x\) for spin \(N/2\) in the \(S_z\) basis. The real matrix enters the propagator as `(chain N).map Complex.ofReal`.

```lean
/-- The engineered coupling `J_k = sqrt(k (N + 1 - k))` between sites `k - 1` and `k`. -/
def coupling (N k : ℕ) : ℝ := Real.sqrt ((k : ℝ) * ((N : ℝ) + 1 - k))

/-- The hopping matrix on sites `0, ..., N`: zero diagonal and nearest-neighbour
couplings `J_1, ..., J_N`. -/
def chain (N : ℕ) : Matrix (Fin (N + 1)) (Fin (N + 1)) ℝ :=
  Matrix.of fun i j =>
    if i.val + 1 = j.val then coupling N j
    else if j.val + 1 = i.val then coupling N i else 0
```

With weights \(w_k=\sqrt{\binom Nk}\), the candidate for \(\langle k|U(t)|0\rangle\) is
\[ a_k(t)=w_k\,(\cos t)^{N-k}(-i\sin t)^k .\]

```lean
/-- The binomial weight `w_k = sqrt(C(N, k))`. -/
def weight (N k : ℕ) : ℝ := Real.sqrt (N.choose k)

/-- The closed-form amplitude `a_k(t) = w_k cos(t)^(N-k) (-i sin t)^k`. -/
def amp (N k : ℕ) (t : ℝ) : ℂ :=
  (weight N k : ℂ) * (Real.cos t : ℂ) ^ (N - k) * (-I * (Real.sin t : ℂ)) ^ k
```

Differences of natural numbers such as `N - k` in exponents, or `k - 1` in site labels, stop at zero in Lean; wherever this happens below, the term has a vanishing prefactor.

## Solutions of the Schrödinger equation are given by the propagator

For a complex matrix \(A\) and complex \(z\), \(\frac{d}{dz}e^{zA}=e^{zA}A\), and this holds entry by entry.

```lean
/-- Each entry of `exp(z A)` has as derivative in `z` the same entry of `exp(z A) A`. -/
theorem exp_entry_deriv {n : Type*} [Fintype n] [DecidableEq n] (A : Matrix n n ℂ) (z : ℂ)
    (i j : n) :
    HasDerivAt (fun u : ℂ => NormedSpace.exp (u • A) i j)
      ((NormedSpace.exp (z • A) * A) i j) z := by
  have h : HasDerivAt (fun u : ℂ => NormedSpace.exp (u • A))
      (NormedSpace.exp (z • A) * A) z := by
    open scoped Matrix.Norms.Operator in exact hasDerivAt_exp_smul_const A z
  have h2 : HasDerivAt
      (fun u : ℂ => (fun a b => NormedSpace.exp (u • A) a b : n → n → ℂ))
      (fun a b => (NormedSpace.exp (z • A) * A) a b) z := h
  exact hasDerivAt_pi.1 (hasDerivAt_pi.1 h2 i) j
```

Let the vector \(\psi(s)\) satisfy \(\psi'=-iH\psi\) at every real time \(s\). The product rule gives
\[ \frac{d}{ds}\left[e^{isH}\psi(s)\right]=e^{isH}\,iH\psi+e^{isH}(-iH\psi)=0,\]
so \(e^{itH}\psi(t)=\psi(0)\). The exponents \(-itH\) and \(itH\) commute and add to zero, so \(U(t)e^{itH}=1\) and \(\psi(t)=U(t)\psi(0)\).

```lean
/-- Every solution of the Schrödinger equation `ψ' = -i H ψ` is `exp(-i t H) ψ(0)`. -/
theorem schroedinger_solution {n : Type*} [Fintype n] [DecidableEq n] (H : Matrix n n ℂ)
    (ψ : ℝ → n → ℂ)
    (hψ : ∀ t i, HasDerivAt (fun s => ψ s i) (-I * (H *ᵥ ψ t) i) t) (t : ℝ) :
    ψ t = propagator H t *ᵥ ψ 0 := by
  -- the backward-evolved state `exp(i s H) ψ(s)` has zero derivative
  have hd : ∀ (i : n) (s : ℝ), HasDerivAt
      (fun s : ℝ => ∑ j, NormedSpace.exp ((s : ℂ) • (I • H)) i j * ψ s j) 0 s := by
    intro i s
    have h := HasDerivAt.fun_sum fun j (_ : j ∈ Finset.univ) =>
      ((exp_entry_deriv (I • H) s i j).comp_ofReal).fun_mul (hψ s j)
    have e : (I • H) *ᵥ ψ s = I • (H *ᵥ ψ s) := by
      ext a
      simp [mulVec, dotProduct, Finset.mul_sum, mul_assoc]
    have hz : (NormedSpace.exp ((s : ℂ) • (I • H)) * (I • H)) *ᵥ ψ s
        + NormedSpace.exp ((s : ℂ) • (I • H)) *ᵥ ((-I) • (H *ᵥ ψ s)) = 0 := by
      rw [← mulVec_mulVec, ← mulVec_add, e, neg_smul, add_neg_cancel, mulVec_zero]
    refine h.congr_deriv ?_
    rw [Finset.sum_add_distrib]
    exact congrFun hz i
  have hc : NormedSpace.exp ((t : ℂ) • (I • H)) *ᵥ ψ t = ψ 0 := by
    funext i
    have h1 := is_const_of_deriv_eq_zero (fun s => (hd i s).differentiableAt)
      (fun s => (hd i s).deriv) t 0
    have h0 : ∑ j, NormedSpace.exp (((0 : ℝ) : ℂ) • (I • H)) i j * ψ 0 j = ψ 0 i := by
      simp [Matrix.one_apply]
    exact h1.trans h0
  -- forward and backward evolution cancel
  have hU : propagator H t * NormedSpace.exp ((t : ℂ) • (I • H)) = 1 := by
    have hcomm : Commute ((-(I * t)) • H) ((t : ℂ) • (I • H)) :=
      (((Commute.refl H).smul_left _).smul_right _).smul_right _
    have hsum : (-(I * t)) • H + (t : ℂ) • (I • H) = 0 := by module
    rw [propagator, ← Matrix.exp_add_of_commute _ _ hcomm, hsum, NormedSpace.exp_zero]
  rw [← hc, mulVec_mulVec, hU, one_mulVec]
```

Here `hψ` is the equation componentwise, `hd` the vanishing derivative, `hc` the constancy and `hU` the cancellation. \(H\) need not be Hermitian.

## Action of the chain

Both entries belonging to a bond equal the same \(J_k\), so \(H^T=H\).

```lean
/-- The hopping matrix is symmetric. -/
theorem chain_symm (N : ℕ) : (chain N)ᵀ = chain N := by
  ext i j
  simp only [chain, transpose_apply, of_apply]
  split_ifs <;> first | rfl | (exfalso; omega)
```

For amplitudes \(f_0,f_1,\dots\), row \(i\) of \(H\) picks out the two neighbours:
\[ (Hf)_i=J_{i+1}f_{i+1}+J_i f_{i-1}.\]
At \(i=N\) the first term vanishes through \(J_{N+1}=0\), at \(i=0\) the second through \(J_0=0\).

```lean
/-- The chain acts on amplitudes by `(H f)_i = J_(i+1) f_(i+1) + J_i f_(i-1)`, where
`J_0 = J_(N+1) = 0` remove the terms beyond the ends. -/
theorem chain_mulVec (N : ℕ) (f : ℕ → ℂ) (i : Fin (N + 1)) :
    ((chain N).map Complex.ofReal *ᵥ fun j : Fin (N + 1) => f j) i
      = coupling N (i + 1) * f (i + 1) + coupling N i * f (i - 1) := by
  obtain ⟨i, hi⟩ := i
  have h1 : ∑ j ∈ Finset.range (N + 1), (if i + 1 = j then (coupling N j : ℂ) * f j else 0)
      = coupling N (i + 1) * f (i + 1) := by
    rw [Finset.sum_ite_eq]
    split_ifs with h
    · rfl
    · have : i = N := by
        rw [Finset.mem_range] at h
        omega
      subst this
      simp [coupling]
  have h2 : ∑ j ∈ Finset.range (N + 1), (if j + 1 = i then (coupling N i : ℂ) * f j else 0)
      = coupling N i * f (i - 1) := by
    rcases i with _ | m
    · simp [coupling]
    · rw [Finset.sum_eq_single m]
      · simp
      · intro b _ hb
        simp [hb]
      · intro h
        exact absurd (Finset.mem_range.2 (by omega)) h
  show ∑ j : Fin (N + 1), ((chain N ⟨i, hi⟩ j : ℝ) : ℂ) * f j
    = coupling N (i + 1) * f (i + 1) + coupling N i * f (i - 1)
  rw [← h1, ← h2, ← Finset.sum_add_distrib, ← Fin.sum_univ_eq_sum_range]
  refine Finset.sum_congr rfl fun j _ => ?_
  simp only [chain, of_apply]
  split_ifs <;> first | (exfalso; omega) | simp
```

The sums `h1` and `h2` are the right and left neighbour, each with its end case split off. Taking `f : ℕ → ℂ` lets one formula serve all rows.

## The trial amplitudes solve the equation

Start from \((k+1)\binom N{k+1}=(N-k)\binom Nk\) and \(J_{k+1}^2=(k+1)(N-k)\). Multiplying the recursion by \(N-k\), and separately by \(k+1\), gives
\[ J_{k+1}^2\tbinom N{k+1}=(N-k)^2\tbinom Nk,\qquad J_{k+1}^2\tbinom Nk=(k+1)^2\tbinom N{k+1}.\]
For \(k\le N\) all factors are non-negative, and square roots yield \(J_{k+1}w_{k+1}=(N-k)w_k\) and \(J_{k+1}w_k=(k+1)w_{k+1}\).

```lean
/-- For `k ≤ N` the couplings link neighbouring binomial weights:
`J_(k+1) w_(k+1) = (N - k) w_k` and `J_(k+1) w_k = (k + 1) w_(k+1)`. -/
theorem coupling_weight (N k : ℕ) (hk : k ≤ N) :
    coupling N (k + 1) * weight N (k + 1) = ((N : ℝ) - k) * weight N k ∧
    coupling N (k + 1) * weight N k = ((k : ℝ) + 1) * weight N (k + 1) := by
  have hJ : coupling N (k + 1) = Real.sqrt (((k : ℝ) + 1) * ((N : ℝ) - k)) := by
    unfold coupling
    congr 1
    push_cast
    ring
  have hc : (N.choose (k + 1) : ℝ) * (k + 1) = N.choose k * ((N - k : ℕ) : ℝ) := by
    exact_mod_cast Nat.choose_succ_right_eq N k
  rw [Nat.cast_sub hk] at hc
  have hm : (0 : ℝ) ≤ (N : ℝ) - k := sub_nonneg.2 (by exact_mod_cast hk)
  have hk1 : (0 : ℝ) ≤ (k : ℝ) + 1 := by positivity
  have h1 := mul_nonneg hk1 hm
  have e1 : ((k : ℝ) + 1) * ((N : ℝ) - k) * (N.choose (k + 1) : ℝ)
      = ((N : ℝ) - k) ^ 2 * (N.choose k : ℝ) := by linear_combination ((N : ℝ) - k) * hc
  have e2 : ((k : ℝ) + 1) * ((N : ℝ) - k) * (N.choose k : ℝ)
      = ((k : ℝ) + 1) ^ 2 * (N.choose (k + 1) : ℝ) := by
    linear_combination (-((k : ℝ) + 1)) * hc
  unfold weight
  constructor
  · rw [hJ, ← Real.sqrt_mul h1, e1, Real.sqrt_mul (sq_nonneg _), Real.sqrt_sq hm]
  · rw [hJ, ← Real.sqrt_mul h1, e2, Real.sqrt_mul (sq_nonneg _), Real.sqrt_sq hk1]
```

The recursion is `hc`, and `e1`, `e2` are the two squared identities.

Write \(c=\cos t\) and \(S=-i\sin t\), so that \(c'=-iS\) and \(S'=-ic\). Then
\[ a_k'=-i\left[(N-k)w_k\,c^{N-k-1}S^{k+1}+k\,w_k\,c^{N-k+1}S^{k-1}\right].\]
The first weight relation turns the first term in the bracket into \(J_{k+1}a_{k+1}\). The second relation, taken at \(k-1\), reads \(J_kw_{k-1}=kw_k\) and turns the other term into \(J_ka_{k-1}\). Hence \(a_k'=-i(J_{k+1}a_{k+1}+J_ka_{k-1})\) for \(k\le N\).

```lean
/-- For `k ≤ N` the closed-form amplitudes obey
`a_k' = -i (J_(k+1) a_(k+1) + J_k a_(k-1))`. -/
theorem amp_deriv (N k : ℕ) (hk : k ≤ N) (t : ℝ) :
    HasDerivAt (fun s => amp N k s)
      (-I * (coupling N (k + 1) * amp N (k + 1) t + coupling N k * amp N (k - 1) t)) t := by
  have dn : ∀ c : ℂ, (coupling N k : ℂ) * weight N (k - 1) * c ^ (N - (k - 1))
      = k * weight N k * c ^ (N - k) * c := by
    intro c
    rcases k with _ | m
    · simp [coupling]
    · have h := congrArg Complex.ofReal (coupling_weight N m (by omega)).2
      have e : N - (m + 1 - 1) = N - (m + 1) + 1 := by omega
      have e2 : m + 1 - 1 = m := rfl
      rw [e, e2]
      push_cast at h ⊢
      linear_combination (c ^ (N - (m + 1)) * c) * h
  have up := congrArg Complex.ofReal (coupling_weight N k hk).1
  push_cast at up
  have hd := ((((Complex.hasDerivAt_cos (t : ℂ)).fun_pow (N - k)).const_mul
    (weight N k : ℂ)).fun_mul
    (((Complex.hasDerivAt_sin (t : ℂ)).const_mul (-I)).fun_pow k)).comp_ofReal
  have hf : (fun s : ℝ => amp N k s) = fun s : ℝ =>
      (weight N k : ℂ) * Complex.cos s ^ (N - k) * (-I * Complex.sin s) ^ k := by
    funext s
    simp only [amp, Complex.ofReal_cos, Complex.ofReal_sin]
  rw [hf]
  refine hd.congr_deriv ?_
  simp only [amp, Complex.ofReal_cos, Complex.ofReal_sin]
  -- with S = -i sin t one has cos' = -i S and S' = -i cos
  have hs : -Complex.sin t = -I * (-I * Complex.sin t) := by
    linear_combination (-Complex.sin t) * Complex.I_sq
  rw [hs, Nat.cast_sub hk, show N - (k + 1) = N - k - 1 by omega]
  generalize -I * Complex.sin t = S
  linear_combination (I * Complex.cos t ^ (N - k - 1) * S ^ k * S) * up
    + (I * S ^ (k - 1)) * dn (Complex.cos t)
```

The product rule is `hd`, `hs` is \(c'=-iS\), and the final `linear_combination` substitutes the two relations `up` and `dn`; the latter treats \(k=0\) separately.

## First column, end-to-end amplitude and populations

The last result and the row formula say \(a'=-iHa\) for the vector \(a=(a_0,\dots,a_N)\), so \(a(t)=U(t)a(0)\). At \(t=0\), \(a_0=1\) and \(a_k=0\) for \(k\ge1\), so \(a(0)=|0\rangle\) and \(\langle k|U(t)|0\rangle=a_k(t)\) for every site \(k\) and every real \(t\).

```lean
/-- The amplitude from site `0` to site `k` under `exp(-i t H)` is
`sqrt(C(N, k)) cos(t)^(N-k) (-i sin t)^k`. -/
theorem propagator_column (N : ℕ) (t : ℝ) (k : Fin (N + 1)) :
    propagator ((chain N).map Complex.ofReal) t k 0 = amp N k t := by
  have key : amp N k t = (propagator ((chain N).map Complex.ofReal) t *ᵥ
      fun j : Fin (N + 1) => amp N j 0) k := by
    refine congrFun (schroedinger_solution _ (fun s (j : Fin (N + 1)) => amp N j s) ?_ t) k
    intro s i
    refine (amp_deriv N i (Nat.lt_succ_iff.1 i.2) s).congr_deriv ?_
    exact congrArg (fun x => -I * x) (chain_mulVec N (fun j => amp N j s) i).symm
  -- the initial state sits on site 0
  have h0 : amp N 0 0 = 1 := by simp [amp, weight]
  have hs : ∀ m, amp N (m + 1) 0 = 0 := by
    intro m
    simp [amp]
  rw [key]
  simp [mulVec, dotProduct, Fin.sum_univ_succ, h0, hs]
```

At \(k=N\), written `Fin.last N`, \(w_N=1\) and the cosine power is absent, leaving \((-i\sin t)^N\). Since \(U^T=e^{-itH^T}=U\), which is `hT`, the amplitude from \(N\) back to \(0\) is the same:
\[ \langle N|U(t)|0\rangle=\langle 0|U(t)|N\rangle=(-i\sin t)^N .\]

```lean
/-- The end-to-end amplitude of `exp(-i t H)`, in either direction, is `(-i sin t)^N`. -/
theorem end_to_end (N : ℕ) (t : ℝ) :
    propagator ((chain N).map Complex.ofReal) t (Fin.last N) 0 = (-I * Real.sin t) ^ N ∧
    propagator ((chain N).map Complex.ofReal) t 0 (Fin.last N) = (-I * Real.sin t) ^ N := by
  have h : propagator ((chain N).map Complex.ofReal) t (Fin.last N) 0
      = (-I * Real.sin t) ^ N := by
    rw [propagator_column]
    simp [amp, weight]
  have hT : (propagator ((chain N).map Complex.ofReal) t)ᵀ
      = propagator ((chain N).map Complex.ofReal) t := by
    unfold propagator
    rw [← Matrix.exp_transpose, transpose_smul, ← transpose_map, chain_symm]
  exact ⟨h, (congrFun (congrFun hT (Fin.last N)) 0).trans h⟩
```

Squaring the modulus of \(a_k\), with \(|-i|=1\) and \(w_k^2=\binom Nk\), gives the population of site \(k\) as \(\binom Nk(\cos^2t)^{N-k}(\sin^2t)^k\), a binomial distribution with parameter \(\sin^2t\).

```lean
/-- Starting on site `0`, the population of site `k` at time `t` is the binomial
`C(N, k) (cos² t)^(N-k) (sin² t)^k`. -/
theorem populations (N : ℕ) (t : ℝ) (k : Fin (N + 1)) :
    ‖propagator ((chain N).map Complex.ofReal) t k 0‖ ^ 2
      = N.choose k * (Real.cos t ^ 2) ^ (N - k) * (Real.sin t ^ 2) ^ (k : ℕ) := by
  have hp : ∀ (x : ℝ) (n : ℕ), (|x| ^ n) ^ 2 = (x ^ 2) ^ n := by
    intro x n
    rw [← pow_mul, mul_comm, pow_mul, sq_abs]
  rw [propagator_column, amp]
  simp only [norm_mul, norm_pow, norm_neg, Complex.norm_I, Complex.norm_real,
    Real.norm_eq_abs, one_mul]
  rw [mul_pow, mul_pow, hp, hp, sq_abs, weight, Real.sq_sqrt (Nat.cast_nonneg _)]
```

At \(t=\pi/2\) the end-to-end amplitude is \((-i)^N\), whose modulus is one for every \(N\). This common time is in units of \(1/\lambda\), while the strongest coupling grows with the chain, roughly as \(\lambda N/2\). If the strongest coupling is held fixed instead, the physical transfer time grows in proportion to \(N\) for long chains. The name `perfect_transfer` refers to this modulus for a particle prepared on site \(0\); superpositions and starts on interior sites are not addressed.

```lean
/-- At `t = π / 2` the end-to-end amplitude has modulus one for every chain length. -/
theorem perfect_transfer (N : ℕ) :
    ‖propagator ((chain N).map Complex.ofReal) (Real.pi / 2) (Fin.last N) 0‖ = 1 := by
  rw [(end_to_end N _).1, Real.sin_pi_div_two]
  simp

end

end EngineeredChain
```

```lean
#print axioms EngineeredChain.end_to_end
#print axioms EngineeredChain.populations
#print axioms EngineeredChain.perfect_transfer
```

```
'EngineeredChain.end_to_end' depends on axioms: [propext, Classical.choice, Quot.sound]
'EngineeredChain.populations' depends on axioms: [propext, Classical.choice, Quot.sound]
'EngineeredChain.perfect_transfer' depends on axioms: [propext, Classical.choice, Quot.sound]
```

For one particle on a finite chain with two free ends (no bond joining site \(N\) to site \(0\)), isolated from any environment, with exactly these time-independent couplings and no on-site energies, the formula describes complete population transfer from one end to the other at \(t=\pi/2\). Within the same model it gives exact values at any size against which a numerical propagator, such as a splitting into even and odd bonds, can be compared.

## One and two sites, and the mirrored start

The theorems admit \(N=0\): the matrix is the \(1\times1\) zero, both ends are the same site, and the amplitude is \((-i\sin t)^0=1\) for all \(t\). For \(N=1\), \(J_1=1\) and \(H\) is the Pauli matrix \(\sigma_x\); the first column is \((\cos t,\,-i\sin t)\), the two-level oscillation with populations \(\cos^2t\) and \(\sin^2t\).

A companion statement, argued here in words and not in Lean, concerns the last column. Because \(J_k=J_{N+1-k}\), the reflected amplitudes \(a_{N-k}(t)\) obey the same equation and start on site \(N\), so the uniqueness argument would give \(\langle k|U(t)|N\rangle=w_k(\cos t)^k(-i\sin t)^{N-k}\). Its \(k=0\) entry agrees with the second half of `end_to_end`.
